# The collective operators of finitely many spin-1/2 particles obey the angular momentum commutation relations

For a finite collection of spin-1/2 particles, `ladder_relations` states that the collective operators satisfy [J₊, J₋] = 2Jz, [Jz, J₊] = J₊ and [Jz, J₋] = −J₋, in units where ħ = 1. A state assigns a complex amplitude to each set of excited particles and need not be normalised; J₊ and J₋ are sums of one-particle raising and lowering operators, and Jz multiplies each amplitude by the number of excited particles minus half the total number. For the first relation, the proof expands both products into double sums. The terms for different particles cancel in the difference, and those for equal particles leave a sum of inversions, which is then evaluated. For the other two, it computes the commutator of Jz with each one-particle operator and sums over the particles.

An attempt in Lean 4 with a fault in it:

```lean
import Mathlib

open Finset

namespace LadderRelations

noncomputable section

variable {ι : Type*} [Fintype ι] [DecidableEq ι]

/-- Operators on the states of spin-1/2 particles labelled by `ι`; a state gives a complex
amplitude to each set of excited particles. -/
abbrev Op (ι : Type*) := Module.End ℂ (Finset ι → ℂ)

/-- The lowering operator of particle `i`, which removes `i` from the excited set. -/
def lower (i : ι) : Op ι where
  toFun f T := if i ∈ T then 0 else f (insert i T)
  map_add' f g := by funext T; by_cases h : i ∈ T <;> simp [h]
  map_smul' c f := by funext T; by_cases h : i ∈ T <;> simp [h]

/-- The raising operator of particle `i`, which adds `i` to the excited set. -/
def raise (i : ι) : Op ι where
  toFun f T := if i ∈ T then f (T.erase i) else 0
  map_add' f g := by funext T; by_cases h : i ∈ T <;> simp [h]
  map_smul' c f := by funext T; by_cases h : i ∈ T <;> simp [h]

/-- The inversion of particle `i`: `1` if it is excited and `-1` if it is not. -/
def inversion (i : ι) : Op ι where
  toFun f T := (if i ∈ T then 1 else -1) * f T
  map_add' f g := by funext T; simp [mul_add]
  map_smul' c f := by funext T; simp

/-- The collective lowering operator. -/
def Jminus : Op ι := ∑ i, lower i

/-- The collective raising operator. -/
def Jplus : Op ι := ∑ i, raise i

/-- The collective `Jz`: the number of excited particles minus half the number of particles. -/
def Jz : Op ι where
  toFun f T := ((T.card : ℂ) - Fintype.card ι / 2) * f T
  map_add' f g := by funext T; simp [mul_add]
  map_smul' c f := by funext T; simp only [Pi.smul_apply, smul_eq_mul, RingHom.id_apply]; ring

/-- A sum over particles of a quantity that is `a` on the excited and `b` on the others. -/
theorem sum_site {K : Type*} [CommRing K] (T : Finset ι) (a b : K) :
    ∑ i, (if i ∈ T then a else b) = T.card * a + ((Fintype.card ι : K) - T.card) * b := by
  have h : ∀ i, (if i ∈ T then a else b) = (if i ∈ T then a - b else 0) + b := by
    intro i; split_ifs <;> ring
  rw [sum_congr rfl fun i _ => h i, sum_add_distrib]
  simp only [sum_ite_mem, univ_inter, sum_const, nsmul_eq_mul, card_univ]
  ring

omit [Fintype ι] in
/-- Raising and lowering commute for different particles; for the same particle their
commutator is the inversion. -/
theorem site_comm (i j : ι) :
    raise i * lower j - lower j * raise i = if i = j then inversion i else 0 := by
  apply LinearMap.ext; intro f; funext T
  change (if i ∈ T then (if j ∈ T.erase i then 0 else f (insert j (T.erase i))) else 0)
    - (if j ∈ T then 0 else (if i ∈ insert j T then f ((insert j T).erase i) else 0)) = _
  obtain rfl | hij := eq_or_ne i j
  · rw [if_pos rfl]
    change _ = (if i ∈ T then 1 else -1) * f T
    by_cases h : i ∈ T <;> simp [h]
  · rw [if_neg hij]
    change _ = (0 : ℂ)
    by_cases hi : i ∈ T <;> by_cases hj : j ∈ T <;>
      simp [hi, hj, hij, hij.symm, erase_insert_of_ne hij.symm]

/-- The collective operators obey the angular momentum relations `[J₊, J₋] = 2 Jz`,
`[Jz, J₊] = J₊` and `[Jz, J₋] = -J₋`. -/
theorem ladder_relations :
    (Jplus * Jminus - Jminus * Jplus : Op ι) = (2 : ℂ) • Jz ∧
    (Jz * Jplus - Jplus * Jz : Op ι) = Jplus ∧
    (Jz * Jminus - Jminus * Jz : Op ι) = -Jminus := by
  refine ⟨?_, ?_, ?_⟩
  · -- only equal particles contribute to the double sum
    have h1 : (Jplus * Jminus : Op ι) = ∑ i, ∑ j, raise i * lower j := sum_mul_sum _ _ _ _
    have h2 : (Jminus * Jplus : Op ι) = ∑ i, ∑ j, lower j * raise i :=
      (sum_mul_sum _ _ _ _).trans sum_comm
    rw [h1, h2]
    simp only [← sum_sub_distrib, site_comm, sum_ite_eq, mem_univ, if_true]
    apply LinearMap.ext; intro f; funext T
    simp only [LinearMap.sum_apply, sum_apply]
    change ∑ i, (if i ∈ T then (1 : ℂ) else -1) * f T
      = 2 * (((T.card : ℂ) - Fintype.card ι / 2) * f T)
    rw [← sum_mul, sum_site]
    ring
  · have h : ∀ i : ι, Jz * raise i - raise i * Jz = raise i := by
      intro i
      apply LinearMap.ext; intro f; funext T
      change ((T.card : ℂ) - Fintype.card ι / 2) * (if i ∈ T then f (T.erase i) else 0)
        - (if i ∈ T then (((T.erase i).card : ℂ) - Fintype.card ι / 2) * f (T.erase i) else 0)
        = if i ∈ T then f (T.erase i) else 0
      by_cases h : i ∈ T
      · have hc : ((T.erase i).card : ℂ) + 1 = T.card := by
          exact_mod_cast card_erase_add_one h
        simp only [if_pos h, ← hc]
        ring
      · simp [h]
    simp only [Jplus, mul_sum, sum_mul, ← sum_sub_distrib, h]
  · have h : ∀ i : ι, Jz * lower i - lower i * Jz = -lower i := by
      intro i
      apply LinearMap.ext; intro f; funext T
      change ((T.card : ℂ) - Fintype.card ι / 2) * (if i ∈ T then 0 else f (insert i T))
        - (if i ∈ T then 0 else
            (((insert i T).card : ℂ) - Fintype.card ι / 2) * f (insert i T))
        = -(if i ∈ T then 0 else f (insert i T))
      by_cases h : i ∈ T
      · simp [h]
      · simp only [if_neg h, card_insert_of_notMem h]
        push_cast
        ring
    simp only [Jminus, mul_sum, sum_mul, ← sum_sub_distrib, h, sum_neg_distrib]

end

end LadderRelations
```

The compiler's answer:

```
Main.lean:85:36: error: Ambiguous term
  sum_apply
Possible interpretations:
  _root_.sum_apply : ∀ (s : Finset ?m.270) (f : ?m.270 → ?m.267) (x : ?m.268), (∑ i ∈ s, f i) x = ∑ i ∈ s, (f i) x
  
  Finset.sum_apply : ∀ (a : ?m.268) (s : Finset ?m.267) (g : ?m.267 → (a : ?m.268) → ?m.269 a),
    (∑ c ∈ s, g c) a = ∑ c ∈ s, g c a
Main.lean:86:4: error: 'change' tactic failed, pattern
  ∑ i, (if i ∈ T then 1 else -1) * f T = 2 * ((↑(#T) - ↑(Fintype.card ι) / 2) * f T)
is not definitionally equal to target
  (∑ d, (inversion d) f) T = (2 • Jz) f T
```

The repair, with which the file compiles:

```diff
@@ -83,5 +83,5 @@
     simp only [← sum_sub_distrib, site_comm, sum_ite_eq, mem_univ, if_true]
     apply LinearMap.ext; intro f; funext T
-    simp only [LinearMap.sum_apply, sum_apply]
+    simp only [LinearMap.sum_apply, Finset.sum_apply]
     change ∑ i, (if i ∈ T then (1 : ℂ) else -1) * f T
       = 2 * (((T.card : ℂ) - Fintype.card ι / 2) * f T)
```

The first error is a name clash. With `open Finset` in force, `sum_apply` can mean either `_root_.sum_apply` or `Finset.sum_apply`, and Lean reports the term as ambiguous.

The second error follows from the first. After reporting the ambiguity, Lean carries on with `simp only` without that lemma. The target then contains `(∑ d, (inversion d) f) T`: the sum of operators has been applied to `f`, but the resulting sum of functions has not been evaluated at `T` term by term. The `change` expects a sum of numbers there. It can only replace a goal by a definitionally equal one, and moving the evaluation inside a sum over an arbitrary finite type takes a lemma, not just unfolding.

Writing `Finset.sum_apply` in full removes the ambiguity and supplies that lemma, which says that a sum of functions evaluated at a point is the sum of their values. After `simp only` has used it, the left side is a sum of the values `(inversion d) f T`, which unfold to the products written in the `change`, so that step succeeds too.
